# Three spins have at most one invariant state up to a factor, and overlaps with invariants factorise through it

Take four spins 1/2. They have two orthogonal singlet states, u and v. Cut the overlap ⟨v,v⟩ = 1 by inserting only u in the middle, and you get ⟨v,u⟩⟨u,v⟩ = 0. The cut has lost everything, because one intermediate state can't stand in for a two-dimensional space of invariants.

With three spins this can't happen. States annihilated by total Jz, J+ and J- form a space of dimension at most one, so if w is a unit invariant and B is an invariant, then for every state A

⟨A,B⟩ = ⟨A,w⟩⟨w,B⟩.

In atomic structure theory such a factorisation splits long sums over magnetic quantum numbers into shorter ones; here it is proved for finite vectors of three spins, not for diagrams as such.

```lean
import Mathlib

open Matrix
open scoped Kronecker

namespace ThreeLineSeparation

noncomputable section
```

These lines load the mathematical library Mathlib, switch on the notation for matrices and Kronecker products, and open a namespace for the names that follow.

```lean
/-- The ladder coefficient `√((k+1)(n-k))` between levels `k` and `k+1` of a spin `n/2`, for `k <
n`; level `k` has magnetic number `m = k - n/2`. -/
def ladder (n k : ℕ) : ℂ := (Real.sqrt (((k : ℝ) + 1) * ((n : ℝ) - k)) : ℂ)
```

A spin j is labelled by the natural number n = 2j, which covers integer and half-integer spins alike. Its levels are k = 0, …, n, with m = k - n/2. In units of ħ, the coefficient between levels k and k+1 is

s(n,k) = √((k+1)(n-k)) = √((j-m)(j+m+1)).

In Lean this is `ladder n k`. Taking the positive root fixes the usual phase convention.

```lean
/-- The matrix `Jz` of a spin `n/2`, diagonal with entries `m = i - n/2`. -/
def spinZ (n : ℕ) : Matrix (Fin (n + 1)) (Fin (n + 1)) ℂ :=
  Matrix.diagonal fun i => ((i : ℕ) : ℂ) - (n : ℂ) / 2
```

`Fin (n + 1)` is the type of the numbers 0 to n, so this is a complex (n+1)×(n+1) matrix. Level 0 is the bottom state, m = -j, whereas many textbooks list the top state first.

```lean
/-- The raising matrix `J+` of a spin `n/2`. -/
def spinPlus (n : ℕ) : Matrix (Fin (n + 1)) (Fin (n + 1)) ℂ :=
  fun i x => if (i : ℕ) = (x : ℕ) + 1 then ladder n x else 0
```

The entry in row i and column x is s(n,x) if i = x+1, and zero otherwise. The matrix raises level x to level x+1.

```lean
/-- The lowering matrix `J-` of a spin `n/2`. -/
def spinMinus (n : ℕ) : Matrix (Fin (n + 1)) (Fin (n + 1)) ℂ :=
  fun i x => if (x : ℕ) = (i : ℕ) + 1 then ladder n i else 0
```

The lowering matrix is the transpose. Acting on amplitudes f, it gives (J- f)(i) = s(n,i) f(i+1), with zero at the top level.

```lean
/-- States of three spins `a/2`, `b/2`, `c/2`, given by their amplitudes in the product basis. -/
abbrev State (a b c : ℕ) := Fin (a + 1) × Fin (b + 1) × Fin (c + 1) → ℂ
```

A state assigns a complex amplitude ψ(i,k,l) to each triple of levels of the spins a/2, b/2 and c/2. It need not be normalised.

```lean
/-- The total operator `A ⊗ 1 ⊗ 1 + 1 ⊗ B ⊗ 1 + 1 ⊗ 1 ⊗ C`. -/
def total {a b c : ℕ} (A : Matrix (Fin (a + 1)) (Fin (a + 1)) ℂ)
    (B : Matrix (Fin (b + 1)) (Fin (b + 1)) ℂ) (C : Matrix (Fin (c + 1)) (Fin (c + 1)) ℂ) :
    Matrix (Fin (a + 1) × Fin (b + 1) × Fin (c + 1))
      (Fin (a + 1) × Fin (b + 1) × Fin (c + 1)) ℂ :=
  A ⊗ₖ (1 ⊗ₖ 1) + 1 ⊗ₖ (B ⊗ₖ 1) + 1 ⊗ₖ (1 ⊗ₖ C)
```

The symbol `⊗ₖ` is the Kronecker product. Putting Jz, J+ or J- in all three places gives the corresponding component of total angular momentum.

```lean
/-- The space of states annihilated by total `Jz`, `J+` and `J-`. -/
def invariants (a b c : ℕ) : Submodule ℂ (State a b c) where
  carrier := {ψ | total (spinZ a) (spinZ b) (spinZ c) *ᵥ ψ = 0 ∧
    total (spinPlus a) (spinPlus b) (spinPlus c) *ᵥ ψ = 0 ∧
    total (spinMinus a) (spinMinus b) (spinMinus c) *ᵥ ψ = 0}
  zero_mem' := by simp
  add_mem' := by
    rintro x y ⟨h1, h2, h3⟩ ⟨g1, g2, g3⟩
    simp [Matrix.mulVec_add, h1, h2, h3, g1, g2, g3]
  smul_mem' := by
    rintro t x ⟨h1, h2, h3⟩
    simp [Matrix.mulVec_smul, h1, h2, h3]
```

An invariant is a state that all three total operators send to zero; `*ᵥ` means matrix times vector. The remaining lines check that the zero vector is an invariant and that sums and multiples of invariants are invariants, so the invariants form a subspace.

```lean
/-- Between adjacent levels `x` and `i = x + 1`, the raising and lowering matrices each pick out
one amplitude, with the same non-zero coefficient. -/
theorem ladder_action {n : ℕ} {x i : Fin (n + 1)} (h : (i : ℕ) = (x : ℕ) + 1)
    (f : Fin (n + 1) → ℂ) :
    ∑ y, spinPlus n i y * f y = ladder n x * f x ∧
    ∑ y, spinMinus n x y * f y = ladder n x * f i ∧ ladder n x ≠ 0 := by
  refine ⟨?_, ?_, ?_⟩
  · rw [Finset.sum_eq_single x]
    · simp [spinPlus, h]
    · intro y _ hy
      have h' : ¬ (i : ℕ) = (y : ℕ) + 1 := fun e => hy (Fin.ext (by omega))
      simp only [spinPlus, if_neg h', zero_mul]
    · simp
  · rw [Finset.sum_eq_single i]
    · simp [spinMinus, h]
    · intro y _ hy
      have h' : ¬ (y : ℕ) = (x : ℕ) + 1 := fun e => hy (Fin.ext (by omega))
      simp only [spinMinus, if_neg h', zero_mul]
    · simp
  · have hx : (x : ℕ) < n := by have := i.isLt; omega
    have hx' : ((x : ℕ) : ℝ) < n := by exact_mod_cast hx
    have hpos : 0 < (((x : ℕ) : ℝ) + 1) * ((n : ℝ) - (x : ℕ)) :=
      mul_pos (by positivity) (by linarith)
    exact Complex.ofReal_ne_zero.mpr (Real.sqrt_pos.mpr hpos).ne'
```

From here on, each `theorem` states its claim before `:= by` and proves it afterwards. For neighbouring levels x and i = x+1, this one says

(J+ f)(i) = s(n,x) f(x),
(J- f)(x) = s(n,x) f(i),
s(n,x) ≠ 0.

`Finset.sum_eq_single` keeps the one surviving term of each matrix sum. The coefficient is non-zero because x < n makes the number under the root positive.

```lean
/-- In components, a total operator acts on one spin index at a time. -/
theorem total_mulVec {a b c : ℕ} (A : Matrix (Fin (a + 1)) (Fin (a + 1)) ℂ)
    (B : Matrix (Fin (b + 1)) (Fin (b + 1)) ℂ) (C : Matrix (Fin (c + 1)) (Fin (c + 1)) ℂ)
    (ψ : State a b c) (i : Fin (a + 1)) (k : Fin (b + 1)) (l : Fin (c + 1)) :
    (total A B C *ᵥ ψ) (i, k, l) = ∑ x, A i x * ψ (x, k, l) + ∑ y, B k y * ψ (i, y, l)
      + ∑ z, C l z * ψ (i, k, z) := by
  simp only [total, Matrix.add_mulVec, Pi.add_apply]
  congr 1
  · congr 1 <;>
      simp [Matrix.mulVec, dotProduct, Matrix.kroneckerMap_apply, Fintype.sum_prod_type,
        Matrix.one_apply, Finset.sum_ite_irrel]
  · simp [Matrix.mulVec, dotProduct, Matrix.kroneckerMap_apply, Fintype.sum_prod_type,
      Matrix.one_apply, Finset.sum_ite_irrel]
```

A total operator changes one index at a time, so its action on ψ is a sum of three single-spin sums. The proof expands the Kronecker products and lets the identity matrices collapse the other indices.

```lean
/-- A non-zero amplitude of an invariant has `m₁ + m₂ + m₃ = 0`, written in level numbers. -/
theorem weight_zero {a b c : ℕ} {ψ : State a b c} (hψ : ψ ∈ invariants a b c)
    {i : Fin (a + 1)} {k : Fin (b + 1)} {l : Fin (c + 1)} (hne : ψ (i, k, l) ≠ 0) :
    2 * ((i : ℕ) + k + l) = a + b + c := by
  obtain ⟨hz, -, -⟩ := hψ
  have h : _ = (0 : ℂ) := congrFun hz (i, k, l)
  rw [total_mulVec] at h
  simp only [spinZ, Matrix.diagonal_apply, ite_mul, zero_mul, Finset.sum_ite_eq,
    Finset.mem_univ, if_true] at h
  have h2 : ψ (i, k, l) * (2 * (((i : ℕ) : ℂ) + (k : ℕ) + (l : ℕ)) - (a + b + c)) = 0 := by
    linear_combination 2 * h
  have h3 := sub_eq_zero.mp ((mul_eq_zero.mp h2).resolve_left hne)
  exact_mod_cast h3
```

The (i,k,l) component of total Jz ψ = 0 reads

(i - a/2 + k - b/2 + l - c/2) ψ(i,k,l) = 0.

If the amplitude is non-zero, the bracket must vanish, so 2(i+k+l) = a+b+c. The tactic `linear_combination` doubles the equation, and `exact_mod_cast` carries the result from complex numbers back to natural numbers.

```lean
/-- An invariant vanishes if, with the third spin at its top level, its amplitudes vanish whenever
the first spin is at its bottom level, or whenever the second one is. -/
theorem eq_zero_of_edge {a b c : ℕ} {ψ : State a b c} (hψ : ψ ∈ invariants a b c)
    (hedge : (∀ k, ψ (0, k, Fin.last c) = 0) ∨ (∀ i, ψ (i, 0, Fin.last c) = 0)) : ψ = 0 := by
  obtain ⟨-, hp, hm⟩ := hψ
  -- in the top slice the third spin drops out of total J-
  have low : ∀ i k, ∑ x, spinMinus a i x * ψ (x, k, Fin.last c)
      + ∑ y, spinMinus b k y * ψ (i, y, Fin.last c) = 0 := by
    intro i k
    have h : _ = (0 : ℂ) := congrFun hm (i, k, Fin.last c)
    have hz : ∑ z, spinMinus c (Fin.last c) z * ψ (i, k, z) = 0 :=
      Finset.sum_eq_zero fun z _ => by
        have h' : ¬ (z : ℕ) = c + 1 := by have := z.isLt; omega
        simp [spinMinus, h']
    rw [total_mulVec, hz, add_zero] at h
    exact h
  have top : ∀ i k, ψ (i, k, Fin.last c) = 0 := by
    rcases hedge with h0 | h0
    · have step : ∀ m (hm : m < a + 1) k, ψ (⟨m, hm⟩, k, Fin.last c) = 0 := by
        intro m
        induction m with
        | zero => intro _ k; exact h0 k
        | succ m ih =>
          intro hm k
          have h := low ⟨m, Nat.lt_of_succ_lt hm⟩ k
          rw [Finset.sum_eq_zero (fun y _ => by rw [ih, mul_zero]) (s := Finset.univ)
            (f := fun y => spinMinus b k y * ψ (⟨m, Nat.lt_of_succ_lt hm⟩, y, Fin.last c)),
            add_zero] at h
          obtain ⟨-, hL, hne⟩ := ladder_action (x := ⟨m, Nat.lt_of_succ_lt hm⟩)
            (i := ⟨m + 1, hm⟩) rfl (fun x => ψ (x, k, Fin.last c))
          exact (mul_eq_zero.mp (hL.symm.trans h)).resolve_left hne
      exact fun i k => step i i.isLt k
    · have step : ∀ m (hm : m < b + 1) i, ψ (i, ⟨m, hm⟩, Fin.last c) = 0 := by
        intro m
        induction m with
        | zero => intro _ i; exact h0 i
        | succ m ih =>
          intro hm i
          have h := low i ⟨m, Nat.lt_of_succ_lt hm⟩
          rw [Finset.sum_eq_zero (fun x _ => by rw [ih, mul_zero]) (s := Finset.univ)
            (f := fun x => spinMinus a i x * ψ (x, ⟨m, Nat.lt_of_succ_lt hm⟩, Fin.last c)),
            zero_add] at h
          obtain ⟨-, hL, hne⟩ := ladder_action (x := ⟨m, Nat.lt_of_succ_lt hm⟩)
            (i := ⟨m + 1, hm⟩) rfl (fun y => ψ (i, y, Fin.last c))
          exact (mul_eq_zero.mp (hL.symm.trans h)).resolve_left hne
      exact fun i k => step k k.isLt i
  -- total J+ carries the vanishing down from slice l + 1 to slice l
  have all : ∀ (d : ℕ) (l : Fin (c + 1)), (l : ℕ) + d = c → ∀ i k, ψ (i, k, l) = 0 := by
    intro d
    induction d with
    | zero =>
      intro l hl i k
      have e : l = Fin.last c := Fin.ext (by simpa using hl)
      rw [e]
      exact top i k
    | succ d ih =>
      intro l hl i k
      have hlt : (l : ℕ) + 1 < c + 1 := by omega
      have up := ih ⟨(l : ℕ) + 1, hlt⟩ (by show (l : ℕ) + 1 + d = c; omega)
      have h : _ = (0 : ℂ) := congrFun hp (i, k, ⟨(l : ℕ) + 1, hlt⟩)
      rw [total_mulVec] at h
      simp only [up, mul_zero, Finset.sum_const_zero, zero_add] at h
      obtain ⟨hL, -, hne⟩ := ladder_action (x := l) (i := ⟨(l : ℕ) + 1, hlt⟩) rfl
        (fun z => ψ (i, k, z))
      exact (mul_eq_zero.mp (hL.symm.trans h)).resolve_left hne
  ext ⟨i, k, l⟩
  exact all (c - l) l (by have := l.isLt; omega) i k
```

This is the main step. Hold the third spin at its top level c. Total J- ψ = 0 at (i,k,c) then gives

s(a,i) ψ(i+1,k,c) + s(b,k) ψ(i,k+1,c) = 0,

where a term is absent if its level would lie above the top. The third spin contributes nothing, since there is no level c+1. In Lean this equation is `low`.

Suppose ψ(0,k,c) = 0 for all k. If row i of the slice vanishes, so does the second term, and hence ψ(i+1,k,c) = 0. Induction on i clears the slice. If the edge with the second spin at its bottom vanishes instead, the same argument runs over k. Both cases are covered in `top`.

Next, total J+ ψ = 0 at (i,k,l+1) gives

s(a,i-1) ψ(i-1,k,l+1) + s(b,k-1) ψ(i,k-1,l+1) + s(c,l) ψ(i,k,l) = 0,

with terms below the bottom level absent. If slice l+1 vanishes, so does slice l. In `all`, this is an induction on the distance d = c - l from the top.

```lean
/-- Every invariant of three spins is a multiple of any given non-zero one. -/
theorem invariant_proportional {a b c : ℕ} {φ ψ : State a b c} (hφ : φ ∈ invariants a b c)
    (hne : φ ≠ 0) (hψ : ψ ∈ invariants a b c) : ∃ t : ℂ, ψ = t • φ := by
  obtain ⟨k, hk⟩ : ∃ k, φ (0, k, Fin.last c) ≠ 0 := by
    by_contra hcon
    exact hne (eq_zero_of_edge hφ (Or.inl fun k => by_contra fun h => hcon ⟨k, h⟩))
  refine ⟨ψ (0, k, Fin.last c) / φ (0, k, Fin.last c), sub_eq_zero.mp ?_⟩
  have hmem := (invariants a b c).sub_mem hψ
    ((invariants a b c).smul_mem (ψ (0, k, Fin.last c) / φ (0, k, Fin.last c)) hφ)
  refine eq_zero_of_edge hmem (Or.inl fun k' => by_contra fun h => ?_)
  -- the weight condition leaves only the amplitude that was subtracted
  have e : k' = k := Fin.ext (by
    have h1 := weight_zero hmem h
    have h2 := weight_zero hφ hk
    omega)
  subst e
  apply h
  simp [hk]
```

Let φ be a non-zero invariant. By the previous theorem it has some edge amplitude φ(0,k,c) ≠ 0. For another invariant ψ, set

t = ψ(0,k,c) / φ(0,k,c),
χ = ψ - tφ.

Then χ is an invariant and χ(0,k,c) = 0. Any non-zero edge amplitude χ(0,k',c) would need 2(k'+c) = a+b+c = 2(k+c), so k' = k, a contradiction. The whole edge of χ vanishes, hence χ = 0 and ψ = tφ. The tactic `omega` does the integer arithmetic.

```lean
/-- The space of invariants of three spins has dimension at most one. -/
theorem finrank_invariants_le_one (a b c : ℕ) :
    Module.finrank ℂ (invariants a b c) ≤ 1 := by
  by_cases h : ∃ φ ∈ invariants a b c, φ ≠ 0
  · obtain ⟨φ, hφ, hne⟩ := h
    refine finrank_le_one (⟨φ, hφ⟩ : invariants a b c) fun ψ => ?_
    obtain ⟨t, ht⟩ := invariant_proportional hφ hne ψ.2
    exact ⟨t, Subtype.ext ht.symm⟩
  · refine finrank_le_one (0 : invariants a b c) fun ψ => ⟨0, Subtype.ext ?_⟩
    have h0 : (ψ : State a b c) = 0 := by_contra fun hn => h ⟨ψ, ψ.2, hn⟩
    simp [h0]
```

`Module.finrank` is the dimension. Either there is a non-zero invariant, and it spans the space, or the space contains only zero.

```lean
/-- Three-line separation: the overlap of any state `A` with an invariant `B` factorises through
a unit invariant `w`, as `⟨A,B⟩ = ⟨A,w⟩⟨w,B⟩`. -/
theorem three_line_separation {a b c : ℕ} {w B : State a b c} (hw : w ∈ invariants a b c)
    (hunit : star w ⬝ᵥ w = 1) (hB : B ∈ invariants a b c) (A : State a b c) :
    star A ⬝ᵥ B = (star A ⬝ᵥ w) * (star w ⬝ᵥ B) := by
  have hne : w ≠ 0 := by
    rintro rfl
    simp at hunit
  obtain ⟨t, rfl⟩ := invariant_proportional hw hne hB
  rw [dotProduct_smul, dotProduct_smul, hunit, smul_eq_mul, smul_eq_mul]
  ring
```

The expression `star A ⬝ᵥ B` is the inner product ⟨A,B⟩, with the first argument conjugated. Since ⟨w,w⟩ = 1, w is non-zero, so B = t w for some t. Therefore

⟨w,B⟩ = t,
⟨A,B⟩ = t⟨A,w⟩ = ⟨A,w⟩⟨w,B⟩.

In the graphical language, A and B are two blocks joined by three lines, and w is the vertex on which the lines are cut. That block B is invariant is a hypothesis here; it is not derived from a diagram's structure. Block A is unrestricted.

```lean
/-- If three spins `a/2`, `b/2`, `c/2` have a non-zero invariant, their sum is an integer and
they satisfy the triangle inequalities. -/
theorem triangle_rule {a b c : ℕ} {ψ : State a b c} (hψ : ψ ∈ invariants a b c) (hne : ψ ≠ 0) :
    Even (a + b + c) ∧ a ≤ b + c ∧ b ≤ a + c ∧ c ≤ a + b := by
  obtain ⟨k, hk⟩ : ∃ k, ψ (0, k, Fin.last c) ≠ 0 := by
    by_contra hcon
    exact hne (eq_zero_of_edge hψ (Or.inl fun k => by_contra fun h => hcon ⟨k, h⟩))
  obtain ⟨i, hi⟩ : ∃ i, ψ (i, 0, Fin.last c) ≠ 0 := by
    by_contra hcon
    exact hne (eq_zero_of_edge hψ (Or.inr fun i => by_contra fun h => hcon ⟨i, h⟩))
  have h1 := weight_zero hψ hk
  have h2 := weight_zero hψ hi
  simp only [Fin.val_zero, Fin.val_last] at h1 h2
  have hk' := k.isLt
  have hi' := i.isLt
  exact ⟨⟨(k : ℕ) + c, by omega⟩, by omega, by omega, by omega⟩
```

A non-zero invariant has a non-zero amplitude on each of the two edges, at (0,k,c) and (i,0,c). The Jz condition gives

k = i = (a+b-c)/2.

So a+b+c is even. From k ≥ 0 follows c ≤ a+b, from k ≤ b follows a ≤ b+c, and from i ≤ a follows b ≤ a+c. These conditions are shown to be necessary; no invariant is constructed for each allowed triple.

```lean
/-- The state of three spins 1 with amplitudes `(k-i)(l-i)(l-k)/(2√6)` in the level numbers. -/
def spinOneTriple : State 2 2 2 := fun p =>
  (((p.2.1 : ℕ) : ℂ) - (p.1 : ℕ)) * (((p.2.2 : ℕ) : ℂ) - (p.1 : ℕ)) *
    (((p.2.2 : ℕ) : ℂ) - (p.2.1 : ℕ)) / (2 * (Real.sqrt 6 : ℂ))
```

For three spins 1, this state w has amplitude 1/√6 on (0,1,2) and its cyclic permutations, -1/√6 on the other three orderings, and zero whenever two levels coincide.

```lean
/-- The state `spinOneTriple` is a unit invariant of three spins 1. -/
theorem three_line_separation_witness :
    spinOneTriple ∈ invariants 2 2 2 ∧ star spinOneTriple ⬝ᵥ spinOneTriple = 1 := by
  have l0 : ladder 2 0 = (Real.sqrt 2 : ℂ) := by norm_num [ladder]
  have l1 : ladder 2 1 = (Real.sqrt 2 : ℂ) := by norm_num [ladder]
  constructor
  · refine ⟨?_, ?_, ?_⟩ <;> ext ⟨i, k, l⟩ <;> rw [total_mulVec] <;>
      fin_cases i <;> fin_cases k <;> fin_cases l <;>
      simp [spinZ, spinPlus, spinMinus, Matrix.diagonal_apply, Fin.sum_univ_succ,
        spinOneTriple, l0, l1] <;> ring
  · have h6 : (Real.sqrt 6 : ℂ) * (Real.sqrt 6 : ℂ) = 6 := by
      rw [← Complex.ofReal_mul, Real.mul_self_sqrt (by norm_num)]
      norm_num
    have h24 : 2 * (Real.sqrt 6 : ℂ) * (2 * (Real.sqrt 6 : ℂ)) = 24 := by
      linear_combination 4 * h6
    have hstar : ∀ p, star (spinOneTriple p) = spinOneTriple p := by
      intro p
      simp [spinOneTriple]
    simp only [dotProduct, Pi.star_apply, hstar]
    simp only [spinOneTriple, div_mul_div_comm, h24, Fintype.sum_prod_type]
    norm_num [Fin.sum_univ_succ]

end

end ThreeLineSeparation
```

Lean checks every component of the three operator equations, using `fin_cases` to list the levels, and then sums the squares. One component by hand: all the coefficients are √2, so total J- at (0,1,1) gives

√2 (w(1,1,1) + w(0,2,1) + w(0,1,2)) = √2 (0 - 1/√6 + 1/√6) = 0.

The norm is 6 · (1/6) = 1.

To see the separation in numbers, let A be the product state with amplitude 1 on (0,1,2), which is not invariant, and let B = √6 w, whose non-zero amplitudes are ±1. Then

⟨A,B⟩ = 1,
⟨A,w⟩ = 1/√6,
⟨w,B⟩ = √6,

and the product of the last two is 1, as it should be.

```lean
#print axioms ThreeLineSeparation.finrank_invariants_le_one
#print axioms ThreeLineSeparation.three_line_separation
#print axioms ThreeLineSeparation.triangle_rule
```

```
'ThreeLineSeparation.finrank_invariants_le_one' depends on axioms: [propext, Classical.choice, Quot.sound]
'ThreeLineSeparation.three_line_separation' depends on axioms: [propext, Classical.choice, Quot.sound]
'ThreeLineSeparation.triangle_rule' depends on axioms: [propext, Classical.choice, Quot.sound]
```
